# Bosonic Matsubara components of a Hermitian matrix's thermal autocorrelation are nonnegative and nonincreasing in the frequency index

## The correlator and its components

Let $H$ be the Hamiltonian and $A$ an observable, both Hermitian matrices of finite size, and let $\beta>0$ be the inverse temperature, in units with $\hbar=1$. The imaginary-time autocorrelation of $A$ is

$$C(\tau)=\operatorname{Tr}\left(e^{-(\beta-\tau)H}A\,e^{-\tau H}A\right),\qquad 0\le\tau\le\beta .$$

Its Matsubara components, for $k=0,1,2,\dots$, are

$$M_k=\int_0^\beta C(\tau)\cos(\omega_k\tau)\,d\tau,\qquad \omega_k=\frac{2\pi k}{\beta}.$$

The cosine here replaces the usual $e^{i\omega_k\tau}$ without loss: cyclicity of the trace gives $C(\beta-\tau)=C(\tau)$, so the integral of $C(\tau)\sin(\omega_k\tau)$ over $[0,\beta]$ is zero. There is no factor $1/Z$ in $C$, where $Z=\operatorname{Tr}e^{-\beta H}$. The thermal average is $C(\tau)/Z$, with components $M_k/Z$. In dimension at least one, $Z$ is positive and independent of $k$, so this division changes neither signs nor ordering.

The question is which signs and which order in $k$ these numbers can have. In the path-integral picture with continuous imaginary time, and with $A$ a position operator, $M_k/Z$ is proportional to the mean squared amplitude of the $k$-th Fourier mode of the imaginary-time path. The results below concern the finite-matrix version of that quantity, for example position represented in a truncated basis.

## Sign, order and vanishing

For Hermitian $H$ and $A$ and $\beta>0$:

- every $M_k$ is real and nonnegative, and $M_l\le M_k$ whenever $k\le l$;
- for $k\ne0$, $M_k=0$ exactly when $HA=AH$.

The second statement needs $k\neq0$: in dimension at least one, $A=1$ commutes with $H$ but gives $M_0=\beta Z>0$.

In Lean, the first statement is `component_real_nonneg_antitone` and the second is `component_eq_zero_iff`. The matrices have type `Matrix ι ι ℂ`, where the finite type `ι` labels the basis states, and `IsHermitian` expresses the condition on $H$ and $A$. The definitions `correlator`, `freq` and `component` are $C(\tau)$, $\omega_k$ and $M_k$, with true matrix exponentials in the trace. Since `component` is a complex-valued integral, its reality is a conclusion: the theorem gives zero imaginary part, and then sign and order for the real part. `Antitone` means nonincreasing, not strictly decreasing.

A particle in continuous space is described by operators on an infinite-dimensional space, which these theorems do not cover. The correlator is also the exact one for the given matrices, with no discretisation of imaginary time into beads.

## Expansion over pairs of levels

Write $H=U\,\mathrm{diag}(E)\,U^\dagger$ with $U$ unitary and real energies $E_m$, and set $B=U^\dagger AU$. Then $e^{tH}=U\,\mathrm{diag}(e^{tE})\,U^\dagger$ for real $t$. Cyclicity of the trace gives

$$C(\tau)=\sum_{m,n}e^{-(\beta-\tau)E_m}B_{mn}\,e^{-\tau E_n}B_{nm}
=\sum_{m,n}|B_{mn}|^2e^{-(\beta-\tau)E_m}e^{-\tau E_n},$$

because $B$ is Hermitian and so $B_{nm}=\overline{B_{mn}}$. Integrating the finite sum term by term,

$$M_k=\sum_{m,n}|B_{mn}|^2K_k(E_m,E_n),\qquad
K_k(a,b)=\int_0^\beta e^{-(\beta-\tau)a}e^{-\tau b}\cos(\omega_k\tau)\,d\tau .$$

This already shows that $M_k$ is real. The sign and order of $K_k$ remain to be found; the cosine changes sign for $k\ge1$, so they cannot be read off from the integrand.

## The integral for one pair

Let $g(\tau)=e^{-(\beta-\tau)a-\tau b}$, so that $g'=(a-b)g$. Differentiating

$$F(\tau)=g(\tau)\left[(a-b)\cos\omega_k\tau+\omega_k\sin\omega_k\tau\right]$$

makes the two sine terms cancel, leaving

$$F'(\tau)=\left[(a-b)^2+\omega_k^2\right]g(\tau)\cos\omega_k\tau .$$

Since $\omega_k\beta=2\pi k$, the cosine is $1$ and the sine is $0$ at both ends. With $g(\beta)=e^{-\beta b}$ and $g(0)=e^{-\beta a}$,

$$\left[(a-b)^2+\omega_k^2\right]K_k(a,b)=(a-b)\left(e^{-\beta b}-e^{-\beta a}\right).$$

If $a\ne b$, the two factors on the right have the same sign, so the right side is positive. The bracket on the left is positive too, hence $K_k(a,b)>0$. For $k\le l$ the right side is the same for both indices, so

$$\left[(a-b)^2+\omega_k^2\right]K_k=\left[(a-b)^2+\omega_l^2\right]K_l\ge\left[(a-b)^2+\omega_k^2\right]K_l ,$$

and therefore $K_k\ge K_l$.

If $a=b$, the identity reads $\omega_k^2K_k(a,a)=0$, so $K_k(a,a)=0$ for $k\ne0$. At $k=0$ the integrand is the positive constant $e^{-\beta a}$, and $K_0(a,a)=\beta e^{-\beta a}$. Again $K_k$ is nonnegative and nonincreasing. Summing with the weights $|B_{mn}|^2\ge0$ gives the same properties for $M_k$.

## Vanishing components and commutation

In the energy eigenbasis, $HA-AH$ has entries $(E_m-E_n)B_{mn}$. Let $k\ne0$. If $M_k=0$, every term of the nonnegative sum is zero. Where $E_m\ne E_n$ we have $K_k(E_m,E_n)>0$, so $B_{mn}=0$; hence all entries of the commutator vanish. Conversely, if $H$ and $A$ commute, then $B_{mn}=0$ whenever $E_m\ne E_n$, while pairs with $E_m=E_n$ have $K_k=0$. Every term is then zero.

## The Lean source

```lean
import Mathlib

open Matrix

namespace MatsubaraComponents

noncomputable section

variable {ι : Type*} [Fintype ι] [DecidableEq ι]

/-- The imaginary-time correlator `C(τ) = Tr(exp(-(β-τ)H) A exp(-τH) A)`. -/
def correlator (β : ℝ) (H A : Matrix ι ι ℂ) (τ : ℝ) : ℂ :=
  trace (NormedSpace.exp (((-(β - τ) : ℝ) : ℂ) • H) * A *
    NormedSpace.exp (((-τ : ℝ) : ℂ) • H) * A)

/-- The bosonic Matsubara frequency `2πk/β`, for `β ≠ 0`. -/
def freq (β : ℝ) (k : ℕ) : ℝ := 2 * Real.pi * k / β

/-- The `k`-th Matsubara component: the integral of `C(τ) cos(2πkτ/β)` over `[0, β]`,
for `β ≠ 0`. -/
def component (β : ℝ) (H A : Matrix ι ι ℂ) (k : ℕ) : ℂ :=
  ∫ τ in (0 : ℝ)..β, correlator β H A τ * ((Real.cos (freq β k * τ) : ℝ) : ℂ)

/-- The contribution of a pair of levels with energies `a` and `b` to the `k`-th component, per unit
squared modulus of the matrix element between them, for `β ≠ 0`. -/
def kernel (β a b : ℝ) (k : ℕ) : ℝ :=
  ∫ τ in (0 : ℝ)..β,
    Real.exp (-(β - τ) * a) * Real.exp (-τ * b) * Real.cos (freq β k * τ)

/-- For `β ≠ 0`, `kernel β a b k` multiplied by `(a-b)² + ω_k²`, with `ω_k = freq β k`, equals
`(a-b)(exp(-βb) - exp(-βa))`, whatever `k` is. -/
theorem kernel_identity {β : ℝ} (hβ : β ≠ 0) (a b : ℝ) (k : ℕ) :
    ((a - b) ^ 2 + freq β k ^ 2) * kernel β a b k =
      (a - b) * (Real.exp (-β * b) - Real.exp (-β * a)) := by
  -- an explicit antiderivative
  have hd : ∀ τ : ℝ, HasDerivAt (fun t => Real.exp (-(β - t) * a) * Real.exp (-t * b) *
      ((a - b) * Real.cos (freq β k * t) + freq β k * Real.sin (freq β k * t)))
      (((a - b) ^ 2 + freq β k ^ 2) *
        (Real.exp (-(β - τ) * a) * Real.exp (-τ * b) * Real.cos (freq β k * τ))) τ := by
    intro τ
    have h1 : HasDerivAt (fun t : ℝ => -(β - t) * a) a τ :=
      (((hasDerivAt_id' τ).const_sub β).fun_neg.mul_const a).congr_deriv (by ring)
    have h2 : HasDerivAt (fun t : ℝ => -t * b) (-b) τ :=
      ((hasDerivAt_id' τ).fun_neg.mul_const b).congr_deriv (by ring)
    have h3 : HasDerivAt (fun t : ℝ => freq β k * t) (freq β k) τ :=
      ((hasDerivAt_id' τ).const_mul (freq β k)).congr_deriv (by ring)
    exact ((h1.exp.fun_mul h2.exp).fun_mul
      ((h3.cos.const_mul (a - b)).fun_add (h3.sin.const_mul (freq β k)))).congr_deriv (by ring)
  have h := intervalIntegral.integral_eq_sub_of_hasDerivAt (a := 0) (b := β)
    (fun τ _ => hd τ) (Continuous.intervalIntegrable (by fun_prop) _ _)
  rw [intervalIntegral.integral_const_mul] at h
  -- the frequency fits the period
  have hp : freq β k * β = 2 * Real.pi * k := div_mul_cancel₀ _ hβ
  have hc : Real.cos (freq β k * β) = 1 := by
    rw [hp, show 2 * Real.pi * k = (k : ℝ) * (2 * Real.pi) by ring]
    exact Real.cos_nat_mul_two_pi k
  have hs : Real.sin (freq β k * β) = 0 := by
    rw [hp, show 2 * Real.pi * k = ((2 * k : ℕ) : ℝ) * Real.pi by push_cast; ring]
    exact Real.sin_nat_mul_pi _
  simp only [hc, hs, mul_zero, Real.cos_zero, Real.sin_zero, sub_self, neg_zero, zero_mul,
    Real.exp_zero, sub_zero] at h
  unfold kernel
  linear_combination h

/-- At `β > 0` and for different energies `a ≠ b`, `kernel β a b k` is positive for every `k`. -/
theorem kernel_pos {β a b : ℝ} (hβ : 0 < β) (hab : a ≠ b) (k : ℕ) : 0 < kernel β a b k := by
  have hD : 0 < (a - b) ^ 2 + freq β k ^ 2 := by
    have := sub_ne_zero.2 hab
    positivity
  refine (mul_pos_iff_of_pos_left hD).1 ?_
  rw [kernel_identity hβ.ne']
  rcases lt_or_gt_of_ne hab with h | h
  · exact mul_pos_of_neg_of_neg (sub_neg.2 h)
      (sub_neg.2 (Real.exp_lt_exp.2 (by nlinarith)))
  · exact mul_pos (sub_pos.2 h) (sub_pos.2 (Real.exp_lt_exp.2 (by nlinarith)))

/-- At `β > 0` levels of equal energy contribute nothing to the components with `k ≠ 0`. -/
theorem kernel_self {β : ℝ} (hβ : 0 < β) (a : ℝ) {k : ℕ} (hk : k ≠ 0) :
    kernel β a a k = 0 := by
  have h := kernel_identity hβ.ne' a a k
  have hf : freq β k ≠ 0 := by
    have : (k : ℝ) ≠ 0 := Nat.cast_ne_zero.2 hk
    unfold freq
    positivity
  have h' : freq β k ^ 2 * kernel β a a k = 0 := by linear_combination h
  exact (mul_eq_zero.1 h').resolve_left (pow_ne_zero 2 hf)

/-- At `β > 0` every pair contribution is nonnegative and nonincreasing in `k`. -/
theorem kernel_nonneg_antitone {β : ℝ} (hβ : 0 < β) (a b : ℝ) :
    (∀ k, 0 ≤ kernel β a b k) ∧ Antitone (kernel β a b) := by
  have h0 : ∀ k, 0 ≤ kernel β a b k := by
    intro k
    by_cases hab : a = b
    · subst hab
      by_cases hk : k = 0
      · subst hk
        refine intervalIntegral.integral_nonneg hβ.le fun τ _ => ?_
        have hc : Real.cos (freq β 0 * τ) = 1 := by simp [freq]
        rw [hc]
        positivity
      · exact (kernel_self hβ a hk).ge
    · exact (kernel_pos hβ hab k).le
  refine ⟨h0, fun k l hkl => ?_⟩
  by_cases hab : a = b
  · subst hab
    by_cases hl : l = 0
    · have hk : k = 0 := by omega
      rw [hk, hl]
    · rw [kernel_self hβ a hl]
      exact h0 k
  · -- same numerator, larger denominator
    have hf : freq β k ^ 2 ≤ freq β l ^ 2 := by
      unfold freq
      gcongr
    have hD : 0 < (a - b) ^ 2 + freq β k ^ 2 := by
      have := sub_ne_zero.2 hab
      positivity
    refine le_of_mul_le_mul_left ?_ hD
    rw [kernel_identity hβ.ne' a b k, ← kernel_identity hβ.ne' a b l]
    exact mul_le_mul_of_nonneg_right (by linarith) (h0 l)

/-- A Hermitian matrix is diagonalised by a unitary matrix, with real energies. -/
theorem exists_eigenbasis {H : Matrix ι ι ℂ} (hH : H.IsHermitian) :
    ∃ (U : Matrix ι ι ℂ) (E : ι → ℝ), U * Uᴴ = 1 ∧
      H = U * diagonal (fun i => (E i : ℂ)) * Uᴴ := by
  refine ⟨hH.eigenvectorUnitary, hH.eigenvalues,
    Matrix.mem_unitaryGroup_iff.1 hH.eigenvectorUnitary.2, ?_⟩
  have h := hH.spectral_theorem
  rw [Unitary.conjStarAlgAut_apply] at h
  exact h

/-- In an energy eigenbasis `U` of `H`, `exp(tH)` is diagonal with entries `exp(tE_i)`. -/
theorem exp_eigenbasis {H U : Matrix ι ι ℂ} {E : ι → ℝ} (hU : U * Uᴴ = 1)
    (hE : H = U * diagonal (fun i => (E i : ℂ)) * Uᴴ) (t : ℝ) :
    NormedSpace.exp ((t : ℂ) • H) =
      U * diagonal (fun i => ((Real.exp (t * E i) : ℝ) : ℂ)) * Uᴴ := by
  have hinv : U⁻¹ = Uᴴ := Matrix.inv_eq_right_inv hU
  have hu : IsUnit U := ⟨⟨U, Uᴴ, hU, mul_eq_one_comm.mp hU⟩, rfl⟩
  have hd : diagonal (fun i => ((t * E i : ℝ) : ℂ)) =
      (t : ℂ) • diagonal (fun i => (E i : ℂ)) := by
    ext i j
    by_cases h : i = j
    · subst h; simp
    · simp [h]
  have h1 : (t : ℂ) • H = U * diagonal (fun i => ((t * E i : ℝ) : ℂ)) * U⁻¹ := by
    rw [hd, hinv, hE, Matrix.mul_smul, Matrix.smul_mul]
  have he : NormedSpace.exp (fun i => ((t * E i : ℝ) : ℂ)) =
      fun i => ((Real.exp (t * E i) : ℝ) : ℂ) := by
    funext i
    -- evaluation at `i` is a continuous ring homomorphism
    refine (NormedSpace.map_exp (Pi.evalRingHom (fun _ : ι => ℂ) i)
      (continuous_apply i) _).trans ?_
    change NormedSpace.exp ((t * E i : ℝ) : ℂ) = _
    rw [← Complex.exp_eq_exp_ℂ, Complex.ofReal_exp]
  rw [h1, Matrix.exp_conj _ _ hu, Matrix.exp_diagonal, hinv, he]

/-- For Hermitian `A` and an energy eigenbasis `U` of `H`, the `k`-th component is the sum of
`kernel β (E m) (E n) k` over all `m` and `n`, weighted by the squared moduli of the matrix elements
of `A` in that basis. -/
theorem component_eq_sum {H A U : Matrix ι ι ℂ} {E : ι → ℝ} (hA : A.IsHermitian)
    (hU : U * Uᴴ = 1) (hE : H = U * diagonal (fun i => (E i : ℂ)) * Uᴴ) (β : ℝ) (k : ℕ) :
    component β H A k =
      ((∑ m, ∑ n, Complex.normSq ((Uᴴ * A * U) m n) * kernel β (E m) (E n) k : ℝ) : ℂ) := by
  have hB : ∀ m n, (Uᴴ * A * U) n m = starRingEnd ℂ ((Uᴴ * A * U) m n) := fun m n =>
    ((Matrix.isHermitian_conjTranspose_mul_mul U hA).apply n m).symm
  -- the trace in the energy eigenbasis
  have h : ∀ τ, correlator β H A τ * ((Real.cos (freq β k * τ) : ℝ) : ℂ) =
      ((∑ m, ∑ n, Complex.normSq ((Uᴴ * A * U) m n) * (Real.exp (-(β - τ) * E m) *
        Real.exp (-τ * E n) * Real.cos (freq β k * τ)) : ℝ) : ℂ) := by
    intro τ
    have ht : ∀ D D' : Matrix ι ι ℂ, trace (U * D * Uᴴ * A * (U * D' * Uᴴ) * A) =
        trace (D * ((Uᴴ * A * U) * (D' * (Uᴴ * A * U)))) := by
      intro D D'
      rw [show U * D * Uᴴ * A * (U * D' * Uᴴ) * A =
        U * (D * Uᴴ * A * U * D' * Uᴴ * A) by simp only [mul_assoc], Matrix.trace_mul_comm]
      simp only [mul_assoc]
    rw [correlator, exp_eigenbasis hU hE, exp_eigenbasis hU hE, ht, Matrix.trace,
      Finset.sum_mul, Complex.ofReal_sum]
    refine Finset.sum_congr rfl fun m _ => ?_
    rw [Matrix.diag_apply, Matrix.diagonal_mul, Matrix.mul_apply, Finset.mul_sum,
      Finset.sum_mul, Complex.ofReal_sum]
    refine Finset.sum_congr rfl fun n _ => ?_
    rw [Matrix.diagonal_mul, hB m n, Complex.ofReal_mul, Complex.ofReal_mul,
      Complex.ofReal_mul, ← Complex.mul_conj]
    ring
  unfold component
  simp only [h]
  rw [intervalIntegral.integral_ofReal, intervalIntegral.integral_finsetSum
    (fun m _ => Continuous.intervalIntegrable (by fun_prop) _ _)]
  congr 1
  refine Finset.sum_congr rfl fun m _ => ?_
  rw [intervalIntegral.integral_finsetSum
    (fun n _ => Continuous.intervalIntegrable (by fun_prop) _ _)]
  refine Finset.sum_congr rfl fun n _ => ?_
  rw [intervalIntegral.integral_const_mul, kernel]

/-- For Hermitian `H` and `A` and `β > 0`, the Matsubara components of the correlator are
real, nonnegative and nonincreasing in `k`. -/
theorem component_real_nonneg_antitone {H A : Matrix ι ι ℂ} (hH : H.IsHermitian)
    (hA : A.IsHermitian) {β : ℝ} (hβ : 0 < β) :
    (∀ k, (component β H A k).im = 0 ∧ 0 ≤ (component β H A k).re) ∧
      Antitone (fun k => (component β H A k).re) := by
  obtain ⟨U, E, hU, hE⟩ := exists_eigenbasis hH
  simp only [component_eq_sum hA hU hE, Complex.ofReal_im, Complex.ofReal_re, true_and]
  refine ⟨fun k => Finset.sum_nonneg fun m _ => Finset.sum_nonneg fun n _ =>
    mul_nonneg (Complex.normSq_nonneg _) ((kernel_nonneg_antitone hβ _ _).1 k), ?_⟩
  intro k l hkl
  exact Finset.sum_le_sum fun m _ => Finset.sum_le_sum fun n _ =>
    mul_le_mul_of_nonneg_left ((kernel_nonneg_antitone hβ _ _).2 hkl) (Complex.normSq_nonneg _)

/-- For Hermitian `H` and `A`, `β > 0` and `k ≠ 0`, the `k`-th Matsubara component vanishes
exactly when `A` commutes with `H`. -/
theorem component_eq_zero_iff {H A : Matrix ι ι ℂ} (hH : H.IsHermitian)
    (hA : A.IsHermitian) {β : ℝ} (hβ : 0 < β) {k : ℕ} (hk : k ≠ 0) :
    component β H A k = 0 ↔ H * A = A * H := by
  obtain ⟨U, E, hU, hE⟩ := exists_eigenbasis hH
  have hU' : Uᴴ * U = 1 := mul_eq_one_comm.mp hU
  -- both products, seen in the energy eigenbasis
  have h1 : Uᴴ * (H * A) * U = diagonal (fun i => (E i : ℂ)) * (Uᴴ * A * U) := by
    calc Uᴴ * (H * A) * U
        = (Uᴴ * U) * diagonal (fun i => (E i : ℂ)) * (Uᴴ * A * U) := by
          rw [hE]; simp only [mul_assoc]
      _ = _ := by rw [hU', one_mul]
  have h2 : Uᴴ * (A * H) * U = (Uᴴ * A * U) * diagonal (fun i => (E i : ℂ)) := by
    calc Uᴴ * (A * H) * U
        = (Uᴴ * A * U) * diagonal (fun i => (E i : ℂ)) * (Uᴴ * U) := by
          rw [hE]; simp only [mul_assoc]
      _ = _ := by rw [hU', mul_one]
  have hback : ∀ X : Matrix ι ι ℂ, X = U * (Uᴴ * X * U) * Uᴴ := fun X => by
    calc X = (U * Uᴴ) * X * (U * Uᴴ) := by rw [hU, one_mul, mul_one]
      _ = _ := by simp only [mul_assoc]
  have hpos : ∀ m n, 0 ≤ Complex.normSq ((Uᴴ * A * U) m n) * kernel β (E m) (E n) k :=
    fun m n => mul_nonneg (Complex.normSq_nonneg _) ((kernel_nonneg_antitone hβ _ _).1 k)
  rw [component_eq_sum hA hU hE, Complex.ofReal_eq_zero]
  constructor
  · intro h
    rw [hback (H * A), hback (A * H), h1, h2]
    congr 2
    ext m n
    rw [Matrix.diagonal_mul, Matrix.mul_diagonal]
    have hm := (Finset.sum_eq_zero_iff_of_nonneg
      (fun m _ => Finset.sum_nonneg fun n _ => hpos m n)).1 h m (Finset.mem_univ m)
    have hmn := (Finset.sum_eq_zero_iff_of_nonneg (fun n _ => hpos m n)).1 hm n
      (Finset.mem_univ n)
    by_cases he : E m = E n
    · rw [he, mul_comm]
    · have hz := (mul_eq_zero.1 hmn).resolve_right (kernel_pos hβ he k).ne'
      rw [Complex.normSq_eq_zero.1 hz, mul_zero, zero_mul]
  · intro h
    refine Finset.sum_eq_zero fun m _ => Finset.sum_eq_zero fun n _ => ?_
    by_cases he : E m = E n
    · rw [he, kernel_self hβ _ hk, mul_zero]
    · rw [h, h2] at h1
      have hmn := congrFun (congrFun h1 m) n
      rw [Matrix.diagonal_mul, Matrix.mul_diagonal] at hmn
      have hz : ((E m : ℂ) - E n) * (Uᴴ * A * U) m n = 0 := by linear_combination -hmn
      have hne : (E m : ℂ) - E n ≠ 0 := fun h0 =>
        he (Complex.ofReal_injective (sub_eq_zero.1 h0))
      rw [(mul_eq_zero.1 hz).resolve_left hne, map_zero, zero_mul]

end

end MatsubaraComponents
```

```lean
#print axioms MatsubaraComponents.component_real_nonneg_antitone
#print axioms MatsubaraComponents.component_eq_zero_iff
```

```
'MatsubaraComponents.component_real_nonneg_antitone' depends on axioms: [propext, Classical.choice, Quot.sound]
'MatsubaraComponents.component_eq_zero_iff' depends on axioms: [propext, Classical.choice, Quot.sound]
```

## From the pair integral to the trace

The definition `kernel β a b k` is $K_k(a,b)$, a number attached to two energies and not the null space of a matrix. In `kernel_identity`, the step `hd` is the derivative of $F$, and `intervalIntegral.integral_eq_sub_of_hasDerivAt` is the fundamental theorem of calculus. The steps `hc` and `hs` evaluate the cosine and sine at $\tau=\beta$.

`kernel_pos` treats $a<b$ and $a>b$ separately, using that the exponential is increasing. `kernel_self` handles equal energies at $k\ne0$. `kernel_nonneg_antitone` combines these cases; for distinct energies it applies the identity at both indices and cancels the positive bracket with `le_of_mul_le_mul_left`.

On the matrix side, `exists_eigenbasis` takes $U$ and $E$ from the spectral theorem, and `exp_eigenbasis` carries the exponential through the change of basis to the diagonal entries. In `component_eq_sum`, `hB` is the Hermiticity of $B$, `ht` is the cyclic rearrangement of the trace, and `intervalIntegral.integral_finsetSum`, used once for each index, exchanges sum and integral.

The first main theorem rewrites $M_k$ by this expansion, then obtains the sign from `Finset.sum_nonneg` and the order from `Finset.sum_le_sum`. In `component_eq_zero_iff`, `h1` and `h2` express $HA$ and $AH$ in the eigenbasis, and `hback` returns to the original basis. The lemma `Finset.sum_eq_zero_iff_of_nonneg`, applied to the outer and then the inner sum, turns $M_k=0$ into the vanishing of each term. The converse splits on whether `E m = E n`, as in the derivation above.
